# Level degeneracies are multiples of four when Kramers pairing acts within two sectors that a symmetry exchanges

The antiunitary symmetry $T$ is represented here by its antilinearity alone: it satisfies $T(cv)=\bar c\,Tv$, and nothing is assumed about norms. The unitary symmetry $B$ is likewise represented only by its linearity and injectivity. Antiunitary and unitary operators meet these weaker conditions, so the result covers them whenever they also satisfy the relations listed below, $T^2=-1$ among them.

The space $V$ holds the one-particle states at one fixed crystal momentum. It is a complex inner product space, and the theorems on dimension take it to be finite-dimensional, as for a tight-binding model or a truncated basis.

```lean
import Mathlib

open Module

namespace DiracPointSticking

noncomputable section

variable {V : Type*} [NormedAddCommGroup V] [InnerProductSpace ℂ V]
```

## The symmetry relations at one crystal momentum

Let $H$ be the Hamiltonian on $V$, and let $A$ be a linear symmetry. The assumptions are

$$T^2=-1,\quad A^2=1,\quad TA=AT,\quad AB=-BA,$$

together with $HT=TH$, $HA=AH$ and $HB=BH$. No relation between $T$ and $B$ is required.

A layer in the $xy$-plane shows where such relations come from. Let $T$ be time reversal for spin-½ electrons, $A$ the reflection $z\to-z$ followed by a translation by half a lattice vector $\mathbf a$, and $B$ inversion about the origin. Consider a time-reversal-invariant momentum with $e^{i\mathbf k\cdot\mathbf a}=-1$. The spin part of the squared reflection gives $-1$, the full translation gives another $-1$, and so $A^2=1$. The products $AB$ and $BA$ differ by a translation by $\mathbf a$, hence by a sign.

In Lean, `V →ₛₗ[starRingEnd ℂ] V` is the type of antilinear maps, since `starRingEnd ℂ` is complex conjugation. The structure `DiracSymmetry` collects the relations as equations between vectors. They are hypotheses, not derived from a space group.

```lean
/-- The symmetry relations at the crystal momentum considered: an antilinear `T` with `T² = -1`,
a linear `A` with `A² = 1` and an injective linear `B` commute with `H`, while `T` commutes
with `A`, and `A` anticommutes with `B`. -/
structure DiracSymmetry (H : V →ₗ[ℂ] V) (T : V →ₛₗ[starRingEnd ℂ] V)
    (A B : V →ₗ[ℂ] V) : Prop where
  T_sq : ∀ v, T (T v) = -v
  A_sq : ∀ v, A (A v) = v
  B_inj : Function.Injective B
  T_A : ∀ v, T (A v) = A (T v)
  A_B : ∀ v, A (B v) = -B (A v)
  H_T : ∀ v, H (T v) = T (H v)
  H_A : ∀ v, H (A v) = A (H v)
  H_B : ∀ v, H (B v) = B (H v)
```

## Sectors of fixed energy and fixed A

For an energy $\mu$ and a number $s$, the sector is the joint eigenspace

$$V_{\mu,s}=\{v: Hv=\mu v,\ Av=sv\}.$$

It is written as the intersection `⊓` of two eigenspaces.

```lean
/-- The states of energy `μ` on which the symmetry `A` has eigenvalue `s`. -/
def sector (H A : V →ₗ[ℂ] V) (μ s : ℂ) : Submodule ℂ V :=
  End.eigenspace H μ ⊓ End.eigenspace A s
```

Membership then amounts to the two eigenvalue equations.

```lean
lemma mem_sector {H A : V →ₗ[ℂ] V} {μ s : ℂ} {v : V} :
    v ∈ sector H A μ s ↔ H v = μ • v ∧ A v = s • v :=
  Submodule.mem_inf.trans (and_congr End.mem_eigenspace_iff End.mem_eigenspace_iff)
```

Sectors with opposite signs share only the zero vector: if $Fv=v$ and $Fv=-v$, then $2v=0$ and $v=0$. The lemma is stated for any linear $F$, because it serves for $A$ here and for a Hamiltonian later.

```lean
/-- A vector on which an operator acts both as `1` and as `-1` vanishes. -/
lemma eq_zero_of_opposite {F : V →ₗ[ℂ] V} {v : V}
    (h1 : F v = (1 : ℂ) • v) (h2 : F v = (-1 : ℂ) • v) : v = 0 := by
  have e : (1 : ℂ) • v = (-1 : ℂ) • v := h1.symm.trans h2
  have h : (2 : ℂ) • v = 0 := by linear_combination (norm := module) e
  exact (smul_eq_zero.mp h).resolve_left two_ne_zero
```

## Kramers degeneracy from a determinant

Let $n=\dim V$ and choose a basis $b_j$. Define the matrix $M$ by $Tb_j=\sum_i M_{ij}b_i$. Applying $T$ again conjugates the coefficients:

$$-b_j=T^2b_j=\sum_i\overline{M_{ij}}\,Tb_i=\sum_k\Big(\sum_i M_{ki}\overline{M_{ij}}\Big)b_k .$$

Hence $M\overline M=-1$. Taking determinants gives

$$|\det M|^2=\det M\,\overline{\det M}=(-1)^n .$$

The left side is non-negative, so $n$ is even. This includes $n=0$, where both sides equal 1.

In the proof, `hM` is the matrix identity, obtained by comparing the coefficients of $b_k$. The rewriting of `hd` turns its determinant into the second display, and an odd $n$ would make `Complex.normSq M.det` equal to $-1$. The argument needs neither an inner product nor a Hamiltonian.

```lean
/-- A finite-dimensional state space with an antilinear `T`, `T² = -1`, has even dimension. -/
theorem kramers_even [FiniteDimensional ℂ V] (T : V →ₛₗ[starRingEnd ℂ] V)
    (hT : ∀ v, T (T v) = -v) : Even (finrank ℂ V) := by
  let b := finBasis ℂ V
  let M : Matrix (Fin (finrank ℂ V)) (Fin (finrank ℂ V)) ℂ :=
    Matrix.of fun i j => b.coord i (T (b j))
  -- in a basis, `T² = -1` reads `M * conj M = -1`
  have hM : M * M.map (starRingEnd ℂ) = -1 := by
    ext k j
    have h1 : T (b j) = ∑ i, M i j • b i := (b.sum_repr (T (b j))).symm
    have h2 : -(b j) = ∑ i, starRingEnd ℂ (M i j) • T (b i) :=
      calc -(b j) = T (T (b j)) := (hT _).symm
        _ = T (∑ i, M i j • b i) := congrArg T h1
        _ = _ := by simp only [map_sum, LinearMap.map_smulₛₗ]
    have h3 := congrArg (b.coord k) h2
    simp only [map_neg, map_sum, map_smul, smul_eq_mul] at h3
    have h4 : b.coord k (b j) = (1 : Matrix _ _ ℂ) k j := by
      by_cases h : k = j
      · subst h; simp
      · simp [Matrix.one_apply_ne h, Ne.symm h]
    rw [Matrix.mul_apply, Matrix.neg_apply, ← h4, h3]
    exact Finset.sum_congr rfl fun i _ => mul_comm _ _
  -- the determinant gives `|det M|² = (-1)^n`
  have hd := congrArg Matrix.det hM
  have hc : (M.map (starRingEnd ℂ)).det = starRingEnd ℂ M.det :=
    ((starRingEnd ℂ).map_det M).symm
  rw [Matrix.det_mul, hc, Complex.mul_conj, Matrix.det_neg, Matrix.det_one, mul_one,
    Fintype.card_fin] at hd
  by_contra hn
  rw [(Nat.not_even_iff_odd.mp hn).neg_one_pow] at hd
  have hr : Complex.normSq M.det = -1 := by exact_mod_cast hd
  linarith [Complex.normSq_nonneg M.det]
```

## Kramers pairing inside a sector

Let $v\in V_{\mu,s}$ with $\mu$ and $s$ real. Then

$$HTv=THv=T(\mu v)=\bar\mu\,Tv=\mu\,Tv,$$
$$ATv=TAv=T(sv)=\bar s\,Tv=s\,Tv .$$

So $T$ maps the sector into itself, still squares to $-1$ there, and the sector has even dimension.

The proof turns on how Lean expresses this restriction. A `Submodule` can itself be used as a vector space, so `kramers_even`, stated for an arbitrary space, applies to the sector once $T$ is available as a map on it. The map `T'` supplies this: it sends a sector vector `w` to the pair of `T w` and the proof `hmap w w.2` that `T w` lies in the sector. The fact `hmap` is proved first, from the antilinearity of `T`: the rule `LinearMap.map_smulₛₗ` produces the conjugates $\bar\mu$ and $\bar s$, and the reality assumptions `hμ` and `hs` remove them.

```lean
variable {H A B : V →ₗ[ℂ] V} {T : V →ₛₗ[starRingEnd ℂ] V}

/-- Under the relations of `DiracSymmetry`, for real `μ` and `s`, the sector of energy `μ` and
`A`-eigenvalue `s` has even dimension. -/
theorem sector_even [FiniteDimensional ℂ V] (h : DiracSymmetry H T A B) {μ s : ℂ}
    (hμ : starRingEnd ℂ μ = μ) (hs : starRingEnd ℂ s = s) :
    Even (finrank ℂ (sector H A μ s)) := by
  have hmap : ∀ v ∈ sector H A μ s, T v ∈ sector H A μ s := by
    intro v hv
    obtain ⟨h1, h2⟩ := mem_sector.mp hv
    refine mem_sector.mpr ⟨?_, ?_⟩
    · rw [h.H_T, h1, LinearMap.map_smulₛₗ, hμ]
    · rw [← h.T_A, h2, LinearMap.map_smulₛₗ, hs]
  -- restrict `T` to the sector and apply Kramers degeneracy there
  let T' : sector H A μ s →ₛₗ[starRingEnd ℂ] sector H A μ s :=
    { toFun := fun w => ⟨T w, hmap w w.2⟩
      map_add' := fun x y => Subtype.ext (T.map_add x y)
      map_smul' := fun c x => Subtype.ext (T.map_smulₛₗ c x) }
  exact kramers_even T' fun w => Subtype.ext (h.T_sq w)
```

## B exchanges the two signs

For $v\in V_{\mu,s}$,

$$HBv=BHv=\mu\,Bv,\qquad ABv=-BAv=-s\,Bv .$$

Thus $B$ maps $V_{\mu,s}$ into $V_{\mu,-s}$. Since $B$ is injective,

$$\dim V_{\mu,s}\le\dim V_{\mu,-s}.$$

Applying this with $s=1$ and with $s=-1$ gives equal dimensions for the two sectors. The Lean proof restricts $B$ with `B.restrict hmap` and compares dimensions through injectivity.

```lean
/-- Under the relations of `DiracSymmetry`, the dimension of the sector with `A`-eigenvalue `s` is
at most that of the sector with `-s` at the same energy. -/
theorem sector_le [FiniteDimensional ℂ V] (h : DiracSymmetry H T A B) (μ s : ℂ) :
    finrank ℂ (sector H A μ s) ≤ finrank ℂ (sector H A μ (-s)) := by
  have hmap : ∀ v ∈ sector H A μ s, B v ∈ sector H A μ (-s) := by
    intro v hv
    obtain ⟨h1, h2⟩ := mem_sector.mp hv
    refine mem_sector.mpr ⟨?_, ?_⟩
    · rw [h.H_B, h1, map_smul]
    · rw [h.A_B, h2, map_smul, neg_smul]
  exact LinearMap.finrank_le_finrank_of_injective (f := B.restrict hmap)
    fun x y hxy => Subtype.ext (h.B_inj (congrArg Subtype.val hxy))
```

## Splitting an energy level

Every vector $v$ with $Hv=\mu v$ decomposes as

$$v=\tfrac12(v+Av)+\tfrac12(v-Av).$$

Because $A^2=1$,

$$A\,\tfrac12(v\pm Av)=\tfrac12(Av\pm v)=\pm\tfrac12(v\pm Av),$$

and because $HA=AH$, both parts still have energy $\mu$. The sectors with $s=\pm1$ therefore span the eigenspace. They intersect only in zero, so

$$\dim\ker(H-\mu)=\dim V_{\mu,1}+\dim V_{\mu,-1}.$$

The facts `hsup` and `hinf` state the spanning and the trivial intersection, and the dimension formula for a sum of subspaces combines them.

```lean
/-- Under the relations of `DiracSymmetry`, the dimension of an energy eigenspace is the sum of the
dimensions of its sectors with `A = 1` and `A = -1`. -/
theorem finrank_eq_add [FiniteDimensional ℂ V] (h : DiracSymmetry H T A B) (μ : ℂ) :
    finrank ℂ (End.eigenspace H μ) =
      finrank ℂ (sector H A μ 1) + finrank ℂ (sector H A μ (-1)) := by
  have hsup : sector H A μ 1 ⊔ sector H A μ (-1) = End.eigenspace H μ := by
    refine le_antisymm (sup_le inf_le_left inf_le_left) fun v hv => ?_
    have hv' : H v = μ • v := End.mem_eigenspace_iff.mp hv
    -- split `v` with the projectors `(1 ± A) / 2`
    refine Submodule.mem_sup.mpr ⟨(1 / 2 : ℂ) • (v + A v), mem_sector.mpr ⟨?_, ?_⟩,
      (1 / 2 : ℂ) • (v - A v), mem_sector.mpr ⟨?_, ?_⟩, by module⟩
    all_goals
      simp only [map_smul, map_add, map_sub, h.H_A, h.A_sq, hv']
      module
  have hinf : sector H A μ 1 ⊓ sector H A μ (-1) = ⊥ :=
    (Submodule.eq_bot_iff _).mpr fun v hv =>
      eq_zero_of_opposite (mem_sector.mp hv.1).2 (mem_sector.mp hv.2).2
  have hdim := Submodule.finrank_sup_add_finrank_inf_eq (sector H A μ 1) (sector H A μ (-1))
  rwa [hsup, hinf, finrank_bot, add_zero] at hdim
```

## Divisibility by four

Now let $H$ be Hermitian, which `H.IsSymmetric` expresses as $\langle Hx,y\rangle=\langle x,Hy\rangle$. If $\mu$ is an eigenvalue, it is real, so $\dim V_{\mu,1}=2k$ for some natural number $k$. The other sector has the same dimension, and

$$\dim\ker(H-\mu)=2k+2k=4k .$$

If $\mu$ is not an eigenvalue, the eigenspace has dimension zero, which is also divisible by four. Lean separates these two cases, and `omega` does the integer arithmetic in the first.

```lean
/-- Under the relations of `DiracSymmetry`, 4 divides the dimension of every eigenspace of the
Hermitian operator `H`. -/
theorem four_dvd_finrank_eigenspace [FiniteDimensional ℂ V] (hH : H.IsSymmetric)
    (h : DiracSymmetry H T A B) (μ : ℂ) : 4 ∣ finrank ℂ (End.eigenspace H μ) := by
  by_cases hμ : End.HasEigenvalue H μ
  · -- energies are real, so `T` acts within each sector
    obtain ⟨k, hk⟩ := sector_even h (hH.conj_eigenvalue_eq_self hμ) (map_one (starRingEnd ℂ))
    have h1 := sector_le h μ 1
    have h2 := sector_le h μ (-1)
    rw [neg_neg] at h2
    have h3 := finrank_eq_add h μ
    exact ⟨k, by omega⟩
  · have hbot : End.eigenspace H μ = ⊥ := not_not.mp hμ
    rw [hbot, finrank_bot]
    exact dvd_zero 4
```

An energy that occurs has an eigenspace of positive dimension, and a positive multiple of four is at least four.

```lean
/-- Under the relations of `DiracSymmetry` with `H` Hermitian, if a nonzero state has energy `μ`,
then the level `μ` is at least fourfold degenerate. -/
theorem four_le_degeneracy [FiniteDimensional ℂ V] (hH : H.IsSymmetric)
    (h : DiracSymmetry H T A B) {μ : ℂ} {ψ : V} (hψ : ψ ≠ 0) (he : H ψ = μ • ψ) :
    4 ≤ finrank ℂ (End.eigenspace H μ) := by
  refine Nat.le_of_dvd (Nat.pos_of_ne_zero fun h0 => hψ ?_) (four_dvd_finrank_eigenspace hH h μ)
  have hm : ψ ∈ End.eigenspace H μ := End.mem_eigenspace_iff.mpr he
  rw [Submodule.finrank_eq_zero.mp h0] at hm
  exact (Submodule.mem_bot ℂ).mp hm
```

The smallest value allowed, four, is the degeneracy of a symmetry-enforced Dirac point. The theorem concerns a single momentum and says nothing about how the bands split or disperse nearby, so a linear crossing needs a separate argument.

For electronic structure, within a finite-dimensional one-particle model, the consequence is a constraint on filling: at such a momentum, a gap can lie above the lowest $N$ states only if $N$ is a multiple of four.

In a band-structure code, the step with $B$ can be tested on a complete degenerate group of eigenvectors. Put them as orthonormal columns into a matrix $C$ and form $C^\dagger AC$, with $A$ now denoting its matrix in an orthonormal basis. Its eigenvalues should be $+1$ and $-1$ equally often, so its trace should vanish up to numerical error. A nonzero trace can come from an incomplete group, a wrong relative phase between entries of the matrix $A$, or a basis that breaks the symmetry. An overall phase error in $A$ leaves a vanishing trace at zero and is not detected by the trace.

## An eight-state model with degeneracy exactly four

A small model shows that the relations are consistent and that four cannot be replaced by a larger divisor. Its states $\psi(s,p,l)$ carry three two-valued indices, for spin, orbital and level; here $s$ is the spin index and no longer an eigenvalue of $A$.

```lean
/-- State space of a model with three two-valued indices: spin, orbital and level. -/
abbrev Model := EuclideanSpace ℂ (Bool × Bool × Bool)
```

Let $\sigma$ be the sign attached to an index, with $\sigma=1$ for `true` and $\sigma=-1$ for `false`.

```lean
/-- The sign `1` or `-1` attached to a two-valued index. -/
def sgn (b : Bool) : ℂ := if b then 1 else -1
```

With a bar over an index for its other value, and a star for complex conjugation, time reversal is

$$(T\psi)(s,p,l)=\sigma(s)\,\psi(\bar s,p,l)^* .$$

Applying it twice gives the factor $\sigma(s)\sigma(\bar s)=-1$.

```lean
/-- Time reversal of the model: complex conjugation with a signed spin flip. -/
def modelT : Model →ₛₗ[starRingEnd ℂ] Model where
  toFun ψ := WithLp.toLp 2 fun i => sgn i.1 * starRingEnd ℂ (ψ (!i.1, i.2))
  map_add' x y := by ext i; simp [mul_add]
  map_smul' c x := by ext i; simp [mul_left_comm]
```

The operator $A$ is diagonal in the orbital index, $(A\psi)(s,p,l)=\sigma(p)\,\psi(s,p,l)$, so $A^2=1$.

```lean
/-- The operator that multiplies by the sign of the orbital index. -/
def modelA : Model →ₗ[ℂ] Model where
  toFun ψ := WithLp.toLp 2 fun i => sgn i.2.1 * ψ i
  map_add' x y := by ext i; simp [mul_add]
  map_smul' c x := by ext i; simp [mul_left_comm]
```

The operator $B$ exchanges the orbitals, $(B\psi)(s,p,l)=\psi(s,\bar p,l)$. It anticommutes with $A$ because $\sigma(\bar p)=-\sigma(p)$.

```lean
/-- The operator that exchanges the two orbitals. -/
def modelB : Model →ₗ[ℂ] Model where
  toFun ψ := WithLp.toLp 2 fun i => ψ (i.1, !i.2.1, i.2.2)
  map_add' x y := by ext i; simp
  map_smul' c x := by ext i; simp
```

The Hamiltonian depends only on the level index, $(H\psi)(s,p,l)=\sigma(l)\,\psi(s,p,l)$, and has energies $\pm1$. It contains no hopping and no momentum dependence.

```lean
/-- The model Hamiltonian, which multiplies by the sign of the level index. -/
def modelH : Model →ₗ[ℂ] Model where
  toFun ψ := WithLp.toLp 2 fun i => sgn i.2.2 * ψ i
  map_add' x y := by ext i; simp [mul_add]
  map_smul' c x := by ext i; simp [mul_left_comm]
```

Since $\sigma(l)$ is real, $H$ is Hermitian. It commutes with $T$, $A$ and $B$, none of which changes $l$. Also $TA=AT$, since $T$ leaves $p$ alone and $\sigma(p)$ is real. Injectivity of $B$ follows by reading each component at the exchanged orbital. Lean checks the remaining relations component by component over the eight index values.

```lean
/-- The model Hamiltonian is Hermitian and, with the model symmetries, satisfies all relations
of `DiracSymmetry`. -/
theorem diracSymmetry_witness :
    modelH.IsSymmetric ∧ DiracSymmetry modelH modelT modelA modelB := by
  refine ⟨fun x y => ?_, ?_, ?_, ?_, ?_, ?_, ?_, ?_, ?_⟩
  · simp only [PiLp.inner_apply]
    refine Finset.sum_congr rfl ?_
    rintro ⟨s, p, l⟩ _
    cases l <;> simp [modelH, sgn]
  case refine_4 =>
    intro x y hxy
    ext ⟨s, p, l⟩
    have h := congrArg (fun ψ : Model => ψ (s, !p, l)) hxy
    simpa [modelB] using h
  all_goals
    intro v
    ext ⟨s, p, l⟩
    cases s <;> cases p <;> cases l <;> simp [modelT, modelA, modelB, modelH, sgn]
```

Each energy has a nonzero eigenvector. The code uses vectors equal to 1 on the four components of one level and 0 elsewhere; normalised, the nonzero components are $\tfrac12$. Both levels therefore have dimension at least four. They share only the zero vector, so

$$4+4\le\dim\ker(H-1)+\dim\ker(H+1)\le 8,$$

and each dimension is exactly four. The theorem records this for energy $1$.

```lean
/-- The level of energy 1 of the model Hamiltonian has degeneracy exactly 4. -/
theorem model_degeneracy : finrank ℂ (End.eigenspace modelH 1) = 4 := by
  obtain ⟨hH, h⟩ := diracSymmetry_witness
  have hp : 4 ≤ finrank ℂ (End.eigenspace modelH 1) := by
    refine four_le_degeneracy hH h
      (ψ := WithLp.toLp 2 fun i => if i.2.2 then 1 else 0) (fun h0 => ?_) ?_
    · have h1 := congrArg (fun ψ : Model => ψ (true, true, true)) h0
      simp at h1
    · ext ⟨s, p, l⟩
      cases l <;> simp [modelH, sgn]
  have hm : 4 ≤ finrank ℂ (End.eigenspace modelH (-1)) := by
    refine four_le_degeneracy hH h
      (ψ := WithLp.toLp 2 fun i => if i.2.2 then 0 else 1) (fun h0 => ?_) ?_
    · have h1 := congrArg (fun ψ : Model => ψ (true, true, false)) h0
      simp at h1
    · ext ⟨s, p, l⟩
      cases l <;> simp [modelH, sgn]
  -- the two levels share only the zero vector and fit into eight dimensions
  have hdis : Disjoint (End.eigenspace modelH 1) (End.eigenspace modelH (-1)) :=
    Submodule.disjoint_def.mpr fun v h1 h2 =>
      eq_zero_of_opposite (End.mem_eigenspace_iff.mp h1) (End.mem_eigenspace_iff.mp h2)
  have hle := Submodule.finrank_add_finrank_le_of_disjoint hdis
  have h8 : finrank ℂ Model = 8 := by simp [finrank_euclideanSpace]
  omega

end

end DiracPointSticking
```

```lean
#print axioms DiracPointSticking.four_le_degeneracy
-- 'DiracPointSticking.four_le_degeneracy' depends on axioms: [propext, Classical.choice, Quot.sound]
#print axioms DiracPointSticking.model_degeneracy
-- 'DiracPointSticking.model_degeneracy' depends on axioms: [propext, Classical.choice, Quot.sound]
```
